# Determinant and trace tests for coplanar and collinear magnetic moments

After converging a noncollinear DFT calculation, I read off the site moments and sort the state: collinear, coplanar or noncoplanar. The common axis or plane need not line up with the coordinate axes, so looking for zero components is not enough. Instead I add up the outer products of the moments into one $3\times3$ matrix,

$$T=\sum_i m_i m_i^{\mathsf T}.$$

I then call the state coplanar if $\det T=0$, and collinear if $(\operatorname{tr}T)^2=\operatorname{tr}(T^2)$. Are both tests exact in both directions, for any finite number of moments? I would like to see the argument written out and checked in Lean.

## Yes: both tests come from sums of squares

Write $m_{i,a}$ for the Cartesian components of $m_i$, with $a=0,1,2$, so that $T_{ab}=\sum_i m_{i,a}m_{i,b}$. This matrix is symmetric.

### Null vectors of $T$ and coplanarity

For any vector $x$,

$$x^{\mathsf T}Tx=\sum_i (m_i\cdot x)^2 .$$

If $\det T=0$, there is an $x\neq0$ with $Tx=0$. The left side is then zero, so every square on the right is zero and $x$ is orthogonal to every moment. Conversely, if $x\ne0$ is orthogonal to every moment, then $Tx=\sum_i m_i\,(m_i\cdot x)=0$, and so $\det T=0$.

### Cross products and collinearity

Fix a vector $p$. Since $|p\times m_j|^2=|p|^2|m_j|^2-(p\cdot m_j)^2$, summing over $j$ gives

$$\sum_j|p\times m_j|^2=|p|^2\operatorname{tr}T-p^{\mathsf T}Tp .$$

Now set $p=m_i$ and sum over $i$. The first term becomes $(\operatorname{tr}T)^2$. The second becomes $\sum_{ab}T_{ab}\sum_i m_{i,a}m_{i,b}=\sum_{ab}T_{ab}T_{ab}=\operatorname{tr}(T^2)$, by symmetry. Hence

$$\sum_{i,j}|m_i\times m_j|^2=(\operatorname{tr}T)^2-\operatorname{tr}(T^2).$$

The right side vanishes exactly when every cross product does.

This is the same as having a common axis. If all moments are zero, any direction serves. Otherwise choose some $m_j\neq0$. From $m_i\times m_j=0$,

$$0=m_j\times(m_i\times m_j)=m_i\,|m_j|^2-m_j\,(m_i\cdot m_j),$$

so $m_i$ is a multiple of $m_j$. In the other direction, $(cn)\times(dn)=cd\,(n\times n)=0$.

### Scalar chirality and the determinant

Let $\chi_{ijk}=m_i\cdot(m_j\times m_k)$. With the first vector fixed at $p$, summing over the other two gives

$$\sum_{j,k}\bigl(p\cdot(m_j\times m_k)\bigr)^2=\sum_{ad}p_ap_d\sum_{bcef}\varepsilon_{abc}\varepsilon_{def}T_{be}T_{cf}=2\sum_{ad}p_ap_d\,C_{ad},$$

where $\varepsilon$ is the Levi-Civita symbol and $C_{ad}$ is the cofactor of $T_{ad}$. For example, $a=d=0$ gives $2(T_{11}T_{22}-T_{12}^2)$. Setting $p=m_i$ and summing over $i$ leaves $2\sum_{ad}C_{ad}T_{ad}$. This contains three row expansions of the determinant, so

$$\sum_{i,j,k}\chi_{ijk}^2=6\det T .$$

Coplanarity is therefore equivalent to the vanishing of every scalar chirality.

### One, two and three moments

A single moment passes both tests. Two moments always have $\det T=0$, and their trace difference is $2|m_1\times m_2|^2$, because each pair is counted in both orders. For three moments, the six orderings of the triple give $\det T=\bigl(m_1\cdot(m_2\times m_3)\bigr)^2$, so this is the smallest number that can form a noncoplanar state.

### What the Lean theorems say about the moments

The type `ι` labels the sites and may be any finite type, including an empty one. A configuration is a function `m : ι → Fin 3 → ℝ`: one real vector per site, in orthonormal Cartesian components numbered 0, 1, 2. Moments need not have equal or unit length and may be zero. `momentTensor m` is $T$, without division by the number of sites. The symbols `⬝ᵥ`, `⨯₃` and `*ᵥ` denote the dot product, the cross product and a matrix acting on a vector.

- `det_eq_zero_iff_coplanar` says that $\det T=0$ if and only if some nonzero vector is orthogonal to every moment. The plane passes through the origin of spin space; the positions of the atoms play no part.
- `trace_sq_eq_iff_collinear` says that the two trace expressions agree if and only if all pairwise cross products vanish. Parallel and antiparallel moments both count as collinear, and every collinear set is also coplanar.
- `sum_chirality_sq` and `sum_cross_sq` are the two identities above, with sums over all ordered triples and pairs, repeated indices included.
- `coplanar_iff_chirality_zero` and `collinear_iff_common_axis` give the equivalent descriptions by chirality and by a common axis. The latter does not need the set of sites to be finite.

For noncollinear DFT, this justifies classifying a finite list of site moments from a single $3\times3$ matrix; it does not describe how the magnetisation density varies in direction within a site. The equalities are between exact real numbers, so a tolerance for numerical output has to be chosen separately.

```lean
import Mathlib

open Matrix

namespace NoncollinearMoments

noncomputable section

variable {ι : Type*} [Fintype ι]

/-- The moment tensor: the sum of the outer products of the magnetic moments with themselves. -/
def momentTensor (m : ι → Fin 3 → ℝ) : Matrix (Fin 3) (Fin 3) ℝ :=
  ∑ i, vecMulVec (m i) (m i)

/-- The scalar chirality of three moments, their triple product. -/
def scalarChirality (a b c : Fin 3 → ℝ) : ℝ := a ⬝ᵥ (b ⨯₃ c)

/-- The entries of the moment tensor are sums of products of moment components. -/
lemma momentTensor_apply (m : ι → Fin 3 → ℝ) (a b : Fin 3) :
    momentTensor m a b = ∑ i, m i a * m i b := by
  simp [momentTensor, Matrix.sum_apply, vecMulVec_apply]

/-- The moment tensor is symmetric. -/
lemma momentTensor_symm (m : ι → Fin 3 → ℝ) (a b : Fin 3) :
    momentTensor m a b = momentTensor m b a := by
  simp only [momentTensor_apply, mul_comm]

/-- A homogeneous quadratic polynomial in the components of a moment, summed over all moments, is
the same linear combination of the entries of the moment tensor. -/
lemma sum_quad (m : ι → Fin 3 → ℝ) (a b c d e f : ℝ) :
    ∑ i, (a * (m i 0 * m i 0) + b * (m i 1 * m i 1) + c * (m i 2 * m i 2)
      + d * (m i 0 * m i 1) + e * (m i 0 * m i 2) + f * (m i 1 * m i 2))
    = a * momentTensor m 0 0 + b * momentTensor m 1 1 + c * momentTensor m 2 2
      + d * momentTensor m 0 1 + e * momentTensor m 0 2 + f * momentTensor m 1 2 := by
  simp only [momentTensor_apply, Finset.sum_add_distrib, Finset.mul_sum]

/-- The quadratic form of the moment tensor at `x` is the sum of the squared dot products of the
moments with `x`. -/
theorem quadratic_form (m : ι → Fin 3 → ℝ) (x : Fin 3 → ℝ) :
    x ⬝ᵥ (momentTensor m *ᵥ x) = ∑ i, (m i ⬝ᵥ x) ^ 2 := by
  have h := sum_quad m (x 0 ^ 2) (x 1 ^ 2) (x 2 ^ 2) (2 * x 0 * x 1) (2 * x 0 * x 2)
    (2 * x 1 * x 2)
  have h' : ∑ i, (m i ⬝ᵥ x) ^ 2 = _ := (Finset.sum_congr rfl fun i _ => by
    simp only [dotProduct, Fin.sum_univ_three]; ring).trans h
  rw [h']
  simp only [dotProduct, mulVec, Fin.sum_univ_three, momentTensor_symm m 1 0,
    momentTensor_symm m 2 0, momentTensor_symm m 2 1]
  ring

/-- The determinant of the moment tensor vanishes exactly when some nonzero vector is orthogonal
to every moment, that is, when the moments are coplanar. -/
theorem det_eq_zero_iff_coplanar (m : ι → Fin 3 → ℝ) :
    (momentTensor m).det = 0 ↔ ∃ x : Fin 3 → ℝ, x ≠ 0 ∧ ∀ i, m i ⬝ᵥ x = 0 := by
  rw [← Matrix.exists_mulVec_eq_zero_iff]
  constructor
  · rintro ⟨x, hx, h⟩
    refine ⟨x, hx, fun i => ?_⟩
    -- a null vector makes a sum of squares vanish
    have hs := quadratic_form m x
    rw [h, dotProduct_zero] at hs
    have hz := (Finset.sum_eq_zero_iff_of_nonneg
      (fun i _ => sq_nonneg (m i ⬝ᵥ x))).1 hs.symm i (Finset.mem_univ i)
    exact pow_eq_zero_iff (two_ne_zero) |>.1 hz
  · rintro ⟨x, hx, h⟩
    refine ⟨x, hx, ?_⟩
    ext a
    simp only [mulVec, dotProduct, Fin.sum_univ_three, momentTensor_apply, Finset.sum_mul,
      ← Finset.sum_add_distrib, Pi.zero_apply]
    refine Finset.sum_eq_zero fun i _ => ?_
    have hi := h i
    simp only [dotProduct, Fin.sum_univ_three] at hi
    linear_combination m i a * hi

/-- The squared scalar chiralities, summed over all ordered triples of moments, give six times
the determinant of the moment tensor. -/
theorem sum_chirality_sq (m : ι → Fin 3 → ℝ) :
    ∑ i, ∑ j, ∑ k, scalarChirality (m i) (m j) (m k) ^ 2 = 6 * (momentTensor m).det := by
  have S := sum_quad m
  have s10 := momentTensor_symm m 1 0
  have s20 := momentTensor_symm m 2 0
  have s21 := momentTensor_symm m 2 1
  obtain ⟨T, hT⟩ : ∃ T, T = momentTensor m := ⟨_, rfl⟩
  rw [← hT] at S s10 s20 s21 ⊢
  -- sum over the third moment
  have h1 : ∀ p q : Fin 3 → ℝ, ∑ k, scalarChirality p q (m k) ^ 2 =
      (p 1 * q 2 - p 2 * q 1) ^ 2 * T 0 0 + (p 2 * q 0 - p 0 * q 2) ^ 2 * T 1 1
      + (p 0 * q 1 - p 1 * q 0) ^ 2 * T 2 2
      + (2 * (p 1 * q 2 - p 2 * q 1) * (p 2 * q 0 - p 0 * q 2)) * T 0 1
      + (2 * (p 1 * q 2 - p 2 * q 1) * (p 0 * q 1 - p 1 * q 0)) * T 0 2
      + (2 * (p 2 * q 0 - p 0 * q 2) * (p 0 * q 1 - p 1 * q 0)) * T 1 2 := by
    intro p q
    refine Eq.trans (Finset.sum_congr rfl fun k _ => ?_) (S _ _ _ _ _ _)
    have hc : scalarChirality p q (m k) = p 0 * (q 1 * m k 2 - q 2 * m k 1)
        + p 1 * (q 2 * m k 0 - q 0 * m k 2) + p 2 * (q 0 * m k 1 - q 1 * m k 0) := by
      simp [scalarChirality, cross_apply, dotProduct, Fin.sum_univ_three]
    rw [hc]
    ring
  -- sum over the second moment
  have h2 : ∀ p : Fin 3 → ℝ, ∑ j, ∑ k, scalarChirality p (m j) (m k) ^ 2 =
      (T 1 1 * p 2 ^ 2 + T 2 2 * p 1 ^ 2 - 2 * T 1 2 * p 1 * p 2) * T 0 0
      + (T 0 0 * p 2 ^ 2 + T 2 2 * p 0 ^ 2 - 2 * T 0 2 * p 0 * p 2) * T 1 1
      + (T 0 0 * p 1 ^ 2 + T 1 1 * p 0 ^ 2 - 2 * T 0 1 * p 0 * p 1) * T 2 2
      + (2 * (T 0 2 * p 1 * p 2 + T 1 2 * p 0 * p 2 - T 2 2 * p 0 * p 1
          - T 0 1 * p 2 ^ 2)) * T 0 1
      + (2 * (T 0 1 * p 1 * p 2 + T 1 2 * p 0 * p 1 - T 1 1 * p 0 * p 2
          - T 0 2 * p 1 ^ 2)) * T 0 2
      + (2 * (T 0 1 * p 0 * p 2 + T 0 2 * p 0 * p 1 - T 0 0 * p 1 * p 2
          - T 1 2 * p 0 ^ 2)) * T 1 2 := by
    intro p
    refine Eq.trans (Finset.sum_congr rfl fun j _ => ?_) (S _ _ _ _ _ _)
    rw [h1]
    ring
  -- sum over the first moment
  have h3 := S (2 * (T 1 1 * T 2 2 - T 1 2 ^ 2)) (2 * (T 0 0 * T 2 2 - T 0 2 ^ 2))
    (2 * (T 0 0 * T 1 1 - T 0 1 ^ 2)) (4 * (T 0 2 * T 1 2 - T 2 2 * T 0 1))
    (4 * (T 0 1 * T 1 2 - T 1 1 * T 0 2)) (4 * (T 0 1 * T 0 2 - T 0 0 * T 1 2))
  refine (Finset.sum_congr rfl fun i _ => ?_).trans (h3.trans ?_)
  · rw [h2]
    ring
  · rw [Matrix.det_fin_three, s10, s20, s21]
    ring

/-- Some nonzero vector is orthogonal to every moment exactly when the scalar chirality of every
triple of moments vanishes. -/
theorem coplanar_iff_chirality_zero (m : ι → Fin 3 → ℝ) :
    (∃ x : Fin 3 → ℝ, x ≠ 0 ∧ ∀ i, m i ⬝ᵥ x = 0) ↔
      ∀ i j k, scalarChirality (m i) (m j) (m k) = 0 := by
  rw [← det_eq_zero_iff_coplanar]
  have h := sum_chirality_sq m
  constructor
  · intro hd i j k
    rw [hd, mul_zero] at h
    have h1 := (Finset.sum_eq_zero_iff_of_nonneg (fun i _ => Finset.sum_nonneg fun j _ =>
      Finset.sum_nonneg fun k _ => sq_nonneg _)).1 h i (Finset.mem_univ i)
    have h2 := (Finset.sum_eq_zero_iff_of_nonneg (fun j _ =>
      Finset.sum_nonneg fun k _ => sq_nonneg _)).1 h1 j (Finset.mem_univ j)
    have h3 := (Finset.sum_eq_zero_iff_of_nonneg (fun k _ => sq_nonneg _)).1 h2 k
      (Finset.mem_univ k)
    exact pow_eq_zero_iff (two_ne_zero) |>.1 h3
  · intro hc
    simp only [hc, ne_eq, OfNat.ofNat_ne_zero, not_false_eq_true, zero_pow,
      Finset.sum_const_zero] at h
    linarith

/-- The squared lengths of the cross products, summed over all ordered pairs of moments, give
the squared trace of the moment tensor minus the trace of its square. -/
theorem sum_cross_sq (m : ι → Fin 3 → ℝ) :
    ∑ i, ∑ j, (m i ⨯₃ m j) ⬝ᵥ (m i ⨯₃ m j) =
      (momentTensor m).trace ^ 2 - (momentTensor m * momentTensor m).trace := by
  have S := sum_quad m
  have s10 := momentTensor_symm m 1 0
  have s20 := momentTensor_symm m 2 0
  have s21 := momentTensor_symm m 2 1
  obtain ⟨T, hT⟩ : ∃ T, T = momentTensor m := ⟨_, rfl⟩
  rw [← hT] at S s10 s20 s21 ⊢
  have h1 : ∀ p : Fin 3 → ℝ, ∑ j, (p ⨯₃ m j) ⬝ᵥ (p ⨯₃ m j) =
      (p 1 ^ 2 + p 2 ^ 2) * T 0 0 + (p 0 ^ 2 + p 2 ^ 2) * T 1 1 + (p 0 ^ 2 + p 1 ^ 2) * T 2 2
      + (-2 * p 0 * p 1) * T 0 1 + (-2 * p 0 * p 2) * T 0 2 + (-2 * p 1 * p 2) * T 1 2 := by
    intro p
    refine Eq.trans (Finset.sum_congr rfl fun j _ => ?_) (S _ _ _ _ _ _)
    have hc : (p ⨯₃ m j) ⬝ᵥ (p ⨯₃ m j) =
        (p 1 * m j 2 - p 2 * m j 1) * (p 1 * m j 2 - p 2 * m j 1)
        + (p 2 * m j 0 - p 0 * m j 2) * (p 2 * m j 0 - p 0 * m j 2)
        + (p 0 * m j 1 - p 1 * m j 0) * (p 0 * m j 1 - p 1 * m j 0) := by
      simp [cross_apply, dotProduct, Fin.sum_univ_three]
    rw [hc]
    ring
  have h2 := S (T 1 1 + T 2 2) (T 0 0 + T 2 2) (T 0 0 + T 1 1)
    (-2 * T 0 1) (-2 * T 0 2) (-2 * T 1 2)
  refine (Finset.sum_congr rfl fun i _ => ?_).trans (h2.trans ?_)
  · rw [h1]
    ring
  · simp only [Matrix.trace, Matrix.diag_apply, Matrix.mul_apply, Fin.sum_univ_three,
      s10, s20, s21]
    ring

/-- The squared trace of the moment tensor equals the trace of its square exactly when all
pairwise cross products of the moments vanish, that is, when the moments are collinear. -/
theorem trace_sq_eq_iff_collinear (m : ι → Fin 3 → ℝ) :
    (momentTensor m).trace ^ 2 = (momentTensor m * momentTensor m).trace ↔
      ∀ i j, m i ⨯₃ m j = 0 := by
  have h := sum_cross_sq m
  have hn : ∀ v : Fin 3 → ℝ, 0 ≤ v ⬝ᵥ v := fun v =>
    Finset.sum_nonneg fun a _ => mul_self_nonneg (v a)
  constructor
  · intro ht i j
    rw [ht, sub_self] at h
    have h1 := (Finset.sum_eq_zero_iff_of_nonneg (fun i _ =>
      Finset.sum_nonneg fun j _ => hn _)).1 h i (Finset.mem_univ i)
    have h2 := (Finset.sum_eq_zero_iff_of_nonneg (fun j _ => hn _)).1 h1 j (Finset.mem_univ j)
    exact dotProduct_self_eq_zero.1 h2
  · intro hc
    simp only [hc, dotProduct_zero, Finset.sum_const_zero] at h
    linarith

omit [Fintype ι] in
/-- All pairwise cross products vanish exactly when every moment is a multiple of one common
nonzero axis vector. -/
theorem collinear_iff_common_axis (m : ι → Fin 3 → ℝ) :
    (∀ i j, m i ⨯₃ m j = 0) ↔ ∃ n : Fin 3 → ℝ, n ≠ 0 ∧ ∀ i, ∃ c : ℝ, m i = c • n := by
  constructor
  · intro h
    by_cases hz : ∀ i, m i = 0
    · exact ⟨fun _ => 1, fun h1 => one_ne_zero (congrFun h1 0),
        fun i => ⟨0, by rw [hz i, zero_smul]⟩⟩
    · -- any nonzero moment serves as the axis
      obtain ⟨j, hj⟩ := not_forall.1 hz
      refine ⟨m j, hj, fun i => ⟨(m i ⬝ᵥ m j) / (m j ⬝ᵥ m j), ?_⟩⟩
      have hn : m j ⬝ᵥ m j ≠ 0 := fun h0 => hj (dotProduct_self_eq_zero.1 h0)
      have h0 : m i 1 * m j 2 - m i 2 * m j 1 = 0 := by
        simpa [cross_apply] using congrFun (h i j) 0
      have h1 : m i 2 * m j 0 - m i 0 * m j 2 = 0 := by
        simpa [cross_apply] using congrFun (h i j) 1
      have h2 : m i 0 * m j 1 - m i 1 * m j 0 = 0 := by
        simpa [cross_apply] using congrFun (h i j) 2
      have k0 : m i 0 * (m j ⬝ᵥ m j) = (m i ⬝ᵥ m j) * m j 0 := by
        simp only [dotProduct, Fin.sum_univ_three]
        linear_combination m j 1 * h2 - m j 2 * h1
      have k1 : m i 1 * (m j ⬝ᵥ m j) = (m i ⬝ᵥ m j) * m j 1 := by
        simp only [dotProduct, Fin.sum_univ_three]
        linear_combination m j 2 * h0 - m j 0 * h2
      have k2 : m i 2 * (m j ⬝ᵥ m j) = (m i ⬝ᵥ m j) * m j 2 := by
        simp only [dotProduct, Fin.sum_univ_three]
        linear_combination m j 0 * h1 - m j 1 * h0
      ext a
      rw [Pi.smul_apply, smul_eq_mul, div_mul_eq_mul_div, eq_div_iff hn]
      fin_cases a
      exacts [k0, k1, k2]
  · rintro ⟨n, -, h⟩ i j
    obtain ⟨c, hc⟩ := h i
    obtain ⟨d, hd⟩ := h j
    rw [hc, hd]
    simp [cross_self]

end

end NoncollinearMoments
```

```lean
#print axioms NoncollinearMoments.coplanar_iff_chirality_zero
#print axioms NoncollinearMoments.trace_sq_eq_iff_collinear
#print axioms NoncollinearMoments.collinear_iff_common_axis
```

```
'NoncollinearMoments.coplanar_iff_chirality_zero' depends on axioms: [propext, Classical.choice, Quot.sound]
'NoncollinearMoments.trace_sq_eq_iff_collinear' depends on axioms: [propext, Classical.choice, Quot.sound]
'NoncollinearMoments.collinear_iff_common_axis' depends on axioms: [propext, Classical.choice, Quot.sound]
```

### How the Lean proof follows the sums

`momentTensor_apply` gives the component formula for $T$, and `momentTensor_symm` its symmetry. The main tool is `sum_quad`: a homogeneous quadratic polynomial in the components of a moment, summed over the moments, becomes the same linear combination of entries of $T$. This is the step used above whenever $\sum_i m_{i,a}m_{i,b}$ was replaced by $T_{ab}$.

`quadratic_form` applies it to $(m_i\cdot x)^2$. In `det_eq_zero_iff_coplanar`, the Mathlib result `Matrix.exists_mulVec_eq_zero_iff` turns a zero determinant into a nonzero null vector. `Finset.sum_eq_zero_iff_of_nonneg` then extracts each vanishing square. For the converse, `linear_combination m i a * hi` shows that the contribution of site $i$ to component $a$ of $Tx$, namely $m_{i,a}(m_i\cdot x)$, is zero.

The two identities are proved one index at a time. In `sum_cross_sq`, `h1` is the sum over $j$ at fixed $p$, written in components, and `h2` is the sum over $i$. In `sum_chirality_sq`, `h1` sums over the third moment, `h2` over the second and `h3` over the first; the coefficients passed to `S` for `h3` are those of the quadratic form $2\sum_{ad}p_ap_dC_{ad}$. Both proofs first replace the tensor by a plain matrix `T`, keeping only its symmetry and the summation rule. The remaining algebra is then a polynomial identity, which `ring` verifies.

The equivalences `trace_sq_eq_iff_collinear` and `coplanar_iff_chirality_zero` peel off the nested sums of nonnegative terms, two layers for pairs and three for triples. Their converses substitute zero for every term.

Finally, `collinear_iff_common_axis` splits into the case where all moments vanish, with $(1,1,1)$ as the axis, and the case with a nonzero $m_j$. There `h0`, `h1` and `h2` are the components of $m_i\times m_j=0$, while `k0`, `k1` and `k2` are the components of the triple-product identity. Dividing by $|m_j|^2$ gives the multiple $(m_i\cdot m_j)/|m_j|^2$.
